# The largest overlap of a two-electron triplet state with one determinant, in a finite real basis

After a configuration-interaction calculation on a two-electron triplet, one may want the single determinant closest to the computed state, as a reference for a further calculation or as a measure of how far the state is from a one-determinant description. The orbitals of that determinant are free, so this is a search over all orthonormal pairs. For parallel spins and real orbitals in a finite basis, the problems below express the largest overlap through one number computed from the coefficient matrix, and give equations for the orbitals that reach it.

Let $\varphi_i$ be $n$ real orthonormal basis orbitals. The spatial part of the state is
$$\Psi(\mathbf r_1,\mathbf r_2)=\sum_{ij}C_{ij}\,\varphi_i(\mathbf r_1)\varphi_j(\mathbf r_2),\qquad C^T=-C,$$
multiplied by a symmetric spin function. Here $C$ holds pair coefficients, not the molecular-orbital coefficients that often carry this letter.

```lean
import Mathlib

open Matrix

namespace TripletDeterminantOverlap

noncomputable section
```

An orbital is the vector of its coefficients, an element of Euclidean $n$-space.

```lean
/-- Real orbitals, given by their coefficients in `n` orthonormal basis orbitals. -/
abbrev Orbital (n : ℕ) := EuclideanSpace ℝ (Fin n)
```

The overlap of two pair functions with matrices $C$ and $D$ is $\langle C,D\rangle_F=\sum_{ij}C_{ij}D_{ij}$. That this sum equals the integral of the product of the two spatial functions follows from the orthonormality of the $\varphi_i$. This step from wave functions to matrices is taken here and not in Lean, where the matrices are the starting point.

```lean
variable {n : ℕ}

/-- The overlap of two real pair functions: the Frobenius inner product of their
coefficient matrices. -/
def overlap (C D : Matrix (Fin n) (Fin n) ℝ) : ℝ := ∑ i, ∑ j, C i j * D i j
```

Two orbitals $a$ and $b$ give the matrix $D_{ab}=(ab^T-ba^T)/\sqrt2$. With both spins parallel, this is the spatial part of one Slater determinant. For $M_S=0$ the same spatial function belongs to a combination of two determinants, so the name `tripletDet` then refers to the spatial part only.

```lean
/-- The spatial coefficient matrix `(a bᵀ - b aᵀ) / √2` of the triplet determinant
built from the orbitals `a` and `b`. -/
def tripletDet (a b : Orbital n) : Matrix (Fin n) (Fin n) ℝ :=
  Matrix.of fun i j => (a i * b j - b i * a j) / √2
```

The definition accepts any two vectors; orthonormality is a separate condition.

```lean
/-- Two orbitals are orthonormal. -/
def OrthoPair (a b : Orbital n) : Prop := ‖a‖ = 1 ∧ ‖b‖ = 1 ∧ inner ℝ a b = 0
```

Finally, $C$ acts on orbitals as a linear operator, `pairOp C`. Its norm, written $\sigma$ below and unrelated to spin, is the largest factor by which $C$ stretches a vector. It is the largest singular value of $C$.

```lean
/-- The coefficient matrix as an operator on orbitals; its norm is the Euclidean
operator norm. -/
def pairOp (C : Matrix (Fin n) (Fin n) ℝ) : Orbital n →L[ℝ] Orbital n :=
  Matrix.toEuclideanCLM (𝕜 := ℝ) C
```

## (a) The operator in coordinates

Show that the operator acts by
$$(Cx)_i=\sum_j C_{ij}x_j .$$

Write $x=\sum_j x_je_j$ with unit vectors $e_j$. By linearity $Cx=\sum_j x_j\,Ce_j$, and $Ce_j$ is column $j$ of the matrix. In Lean the two sides agree by definition.

```lean
/-- The operator of a pair function acts by matrix-vector multiplication. -/
lemma pairOp_apply (C : Matrix (Fin n) (Fin n) ℝ) (x : Orbital n) (i : Fin n) :
    pairOp C x i = ∑ j, C i j * x j := rfl
```

## (b) The inner product in coordinates

Show that
$$\langle x,y\rangle=\sum_i x_iy_i .$$

Expand both vectors in the $e_i$ and use $\langle e_i,e_j\rangle=\delta_{ij}$.

```lean
/-- The inner product of two real orbitals is the sum of products of coefficients. -/
lemma inner_eq_sum (x y : Orbital n) : inner ℝ x y = ∑ i, x i * y i := by
  simp [PiLp.inner_apply, mul_comm]
```

## (c) Moving $C$ across the inner product

For antisymmetric $C$, show that
$$\langle x,Cy\rangle=-\langle Cx,y\rangle .$$

By (a) and (b), and with $C_{qp}=-C_{pq}$,
$$\langle x,Cy\rangle=\sum_p\sum_q x_qC_{qp}y_p=-\sum_p\sum_q C_{pq}x_q\,y_p=-\langle Cx,y\rangle .$$

The hypothesis `hC : Cᵀ = -C` is the antisymmetry of the spatial function. Lean exchanges the two sums with `Finset.sum_comm` and then compares them term by term.

```lean
/-- An antisymmetric pair function acts as a skew-adjoint operator on orbitals. -/
lemma pairOp_skew {C : Matrix (Fin n) (Fin n) ℝ} (hC : Cᵀ = -C) (x y : Orbital n) :
    inner ℝ x (pairOp C y) = -inner ℝ (pairOp C x) y := by
  rw [inner_eq_sum, inner_eq_sum]
  simp only [pairOp_apply, Finset.mul_sum, Finset.sum_mul]
  rw [Finset.sum_comm, ← Finset.sum_neg_distrib]
  refine Finset.sum_congr rfl fun p _ => ?_
  rw [← Finset.sum_neg_distrib]
  refine Finset.sum_congr rfl fun q _ => ?_
  have h : C q p = -C p q := by simpa using congrFun (congrFun hC p) q
  rw [h]
  ring
```

## (d) The overlap as a matrix element

For antisymmetric $C$ and any $a$, $b$, show that
$$\langle C,D_{ab}\rangle_F=\sqrt2\,\langle a,Cb\rangle .$$

Inserting the definition of $D_{ab}$ gives
$$\langle C,D_{ab}\rangle_F=\frac1{\sqrt2}\sum_{ij}C_{ij}(a_ib_j-b_ia_j)=\frac{\langle a,Cb\rangle-\langle b,Ca\rangle}{\sqrt2}.$$
By (c), $\langle b,Ca\rangle=-\langle Cb,a\rangle=-\langle a,Cb\rangle$. The numerator is therefore $2\langle a,Cb\rangle$, and $2/\sqrt2=\sqrt2$. In the proof, `h1` is the displayed formula and `h2` is the relation $\langle b,Ca\rangle=-\langle a,Cb\rangle$.

```lean
/-- The overlap of an antisymmetric pair function with a triplet determinant is `√2`
times the matrix element of `C` between the two orbitals. -/
theorem overlap_tripletDet {C : Matrix (Fin n) (Fin n) ℝ} (hC : Cᵀ = -C)
    (a b : Orbital n) :
    overlap C (tripletDet a b) = √2 * inner ℝ a (pairOp C b) := by
  have h1 : overlap C (tripletDet a b)
      = (inner ℝ a (pairOp C b) - inner ℝ b (pairOp C a)) / √2 := by
    simp only [inner_eq_sum, overlap, tripletDet, Matrix.of_apply, pairOp_apply,
      Finset.mul_sum, ← Finset.sum_sub_distrib, Finset.sum_div]
    refine Finset.sum_congr rfl fun i _ => Finset.sum_congr rfl fun j _ => ?_
    ring
  have h2 : inner ℝ b (pairOp C a) = -inner ℝ a (pairOp C b) := by
    rw [pairOp_skew hC b a, real_inner_comm]
  have hs : √2 * √2 = (2 : ℝ) := Real.mul_self_sqrt (by norm_num)
  rw [h1, h2, div_eq_iff (by positivity)]
  linear_combination (-(inner ℝ a (pairOp C b))) * hs
```

## (e) Normalisation of the determinant

For orthonormal $a$, $b$, show that
$$\langle D_{ab},D_{ab}\rangle_F=1 .$$

Expanding the square,
$$\tfrac12\sum_{ij}(a_ib_j-b_ia_j)^2=\tfrac12\left(2\|a\|^2\|b\|^2-2\langle a,b\rangle^2\right)=1 .$$

The statement `key` is this expansion, before the norms and the inner product are given their values.

```lean
/-- A triplet determinant of orthonormal orbitals is normalised. -/
theorem tripletDet_normalised {a b : Orbital n} (h : OrthoPair a b) :
    overlap (tripletDet a b) (tripletDet a b) = 1 := by
  have key : overlap (tripletDet a b) (tripletDet a b)
      = (inner ℝ a a * inner ℝ b b + inner ℝ b b * inner ℝ a a
        - inner ℝ a b * inner ℝ a b - inner ℝ a b * inner ℝ a b) / 2 := by
    simp only [inner_eq_sum, overlap, tripletDet, Matrix.of_apply, Finset.sum_mul_sum,
      ← Finset.sum_add_distrib, ← Finset.sum_sub_distrib, Finset.sum_div]
    refine Finset.sum_congr rfl fun i _ => Finset.sum_congr rfl fun j _ => ?_
    rw [div_mul_div_comm, Real.mul_self_sqrt (by norm_num)]
    ring
  rw [key, real_inner_self_eq_norm_sq, real_inner_self_eq_norm_sq, h.1, h.2.1, h.2.2]
  norm_num
```

## (f) An upper bound

For antisymmetric $C$ and orthonormal $a$, $b$, show that
$$|\langle C,D_{ab}\rangle_F|\le\sqrt2\,\sigma .$$

The Cauchy-Schwarz inequality and the definition of the operator norm give
$$|\langle a,Cb\rangle|\le\|a\|\,\|Cb\|\le\|a\|\,\sigma\,\|b\|=\sigma .$$
Multiply by $\sqrt2$ and use (d). The two inequalities are `h1` and `h2`.

```lean
/-- No determinant of orthonormal orbitals overlaps with an antisymmetric pair function
by more than `√2` times its operator norm, in absolute value. -/
theorem abs_overlap_le {C : Matrix (Fin n) (Fin n) ℝ} (hC : Cᵀ = -C)
    {a b : Orbital n} (h : OrthoPair a b) :
    |overlap C (tripletDet a b)| ≤ √2 * ‖pairOp C‖ := by
  have h1 := abs_real_inner_le_norm a (pairOp C b)
  have h2 := (pairOp C).le_opNorm b
  rw [h.1, one_mul] at h1
  rw [h.2.1, mul_one] at h2
  rw [overlap_tripletDet hC, abs_mul, abs_of_nonneg (Real.sqrt_nonneg 2)]
  exact mul_le_mul_of_nonneg_left (h1.trans h2) (Real.sqrt_nonneg 2)
```

## (g) A unit vector that is stretched most

For $n\ge1$ and any real $C$, show that there is a $b$ with
$$\|b\|=1,\qquad \|Cb\|=\sigma .$$

The unit sphere in finite dimension is compact and, for $n\ge1$, not empty. The continuous function $\|Cx\|$ therefore has a maximum on it, at some $b$. Then $\|Cb\|\le\sigma\|b\|=\sigma$. Conversely, for $x\neq0$ the vector $x/\|x\|$ lies on the sphere, so $\|Cx\|\le\|Cb\|\,\|x\|$. This also holds for $x=0$. Since $\sigma$ is the smallest constant with this property, $\sigma\le\|Cb\|$.

Lean joins the two inequalities with `le_antisymm`; the second comes from `opNorm_le_bound`.

```lean
/-- In a finite basis with at least one orbital, some normalised orbital is stretched by
the full operator norm. -/
lemma exists_norm_attained (hn : 0 < n) (C : Matrix (Fin n) (Fin n) ℝ) :
    ∃ b : Orbital n, ‖b‖ = 1 ∧ ‖pairOp C b‖ = ‖pairOp C‖ := by
  have hne : (Metric.sphere (0 : Orbital n) 1).Nonempty :=
    ⟨EuclideanSpace.single ⟨0, hn⟩ 1, by simp⟩
  obtain ⟨b, hb, hmax⟩ := (isCompact_sphere (0 : Orbital n) 1).exists_isMaxOn hne
    (pairOp C).continuous.norm.continuousOn
  have hb1 : ‖b‖ = 1 := by simpa using hb
  refine ⟨b, hb1, le_antisymm ?_ ?_⟩
  · simpa [hb1] using (pairOp C).le_opNorm b
  · refine (pairOp C).opNorm_le_bound (norm_nonneg _) fun x => ?_
    by_cases hx : x = 0
    · simp [hx]
    · -- rescale `x` to the unit sphere
      have hx' : 0 < ‖x‖ := norm_pos_iff.mpr hx
      have hmem : ‖x‖⁻¹ • x ∈ Metric.sphere (0 : Orbital n) 1 := by
        rw [mem_sphere_zero_iff_norm, norm_smul, norm_inv, norm_norm,
          inv_mul_cancel₀ hx'.ne']
      have h : ‖pairOp C (‖x‖⁻¹ • x)‖ ≤ ‖pairOp C b‖ := isMaxOn_iff.mp hmax _ hmem
      rw [map_smul, norm_smul, norm_inv, norm_norm, inv_mul_le_iff₀ hx'] at h
      linarith
```

## (h) The best determinant

For antisymmetric $C$ and $n\ge2$, show that
$$\max_{a,b\ \text{orthonormal}}\langle C,D_{ab}\rangle_F=\sqrt2\,\sigma .$$

Part (f) gives the upper bound, so one pair that reaches it is enough. Take $b$ from (g).

If $\sigma>0$, set $a=Cb/\sigma$. Then $\|a\|=1$. By (c), $\langle b,Cb\rangle=-\langle Cb,b\rangle$, so this number is zero and $a\perp b$. By (d) the overlap is
$$\sqrt2\,\langle Cb/\sigma,\,Cb\rangle=\sqrt2\,\sigma^2/\sigma=\sqrt2\,\sigma .$$

If $\sigma=0$, the bound forces every overlap to vanish, and any orthonormal pair will do. Since $n\ge2$, the first two basis orbitals form one; Lean numbers them 0 and 1.

`IsGreatest` says that the value belongs to the set of overlaps and that no element exceeds it. The proof treats these in turn, with the two cases for $\sigma$ inside the first.

The matrix $C$ need not be normalised. For $C\neq0$ and parallel spins, the largest weight of one determinant in the normalised state is $2\sigma^2/\|C\|_F^2$, where $\|C\|_F^2=\langle C,C\rangle_F$. For $M_S=0$ this number is the largest weight, over all orthonormal $a$, $b$, of the two-determinant combination with the spatial part $D_{ab}$.

The formula fails for general real matrices. Take $n=2$ and $C=I$, which is symmetric: its operator norm is 1, but its overlap with every $D_{ab}$ is $(\langle a,b\rangle-\langle b,a\rangle)/\sqrt2=0$, not $\sqrt2$.

```lean
/-- Best single-determinant overlap: for an antisymmetric pair function in at least two
basis orbitals, the maximum overlap with a determinant of orthonormal orbitals is `√2`
times the Euclidean operator norm of `C`. -/
theorem best_determinant_overlap (hn : 2 ≤ n) {C : Matrix (Fin n) (Fin n) ℝ}
    (hC : Cᵀ = -C) :
    IsGreatest {s : ℝ | ∃ a b : Orbital n, OrthoPair a b ∧ s = overlap C (tripletDet a b)}
      (√2 * ‖pairOp C‖) := by
  constructor
  · obtain ⟨b, hb, hCb⟩ := exists_norm_attained (by omega) C
    by_cases h0 : ‖pairOp C‖ = 0
    · -- the zero pair function: any orthonormal pair will do
      have hp : OrthoPair (EuclideanSpace.single (⟨0, by omega⟩ : Fin n) (1 : ℝ))
          (EuclideanSpace.single (⟨1, by omega⟩ : Fin n) (1 : ℝ)) := by
        refine ⟨by simp, by simp, ?_⟩
        simp [EuclideanSpace.inner_single_left]
      refine ⟨_, _, hp, ?_⟩
      have h := abs_overlap_le hC hp
      rw [h0, mul_zero] at h ⊢
      exact (abs_nonpos_iff.mp h).symm
    · -- the partner of `b` is the normalised image `C b`
      have hskew : inner ℝ (pairOp C b) b = 0 := by
        have h := pairOp_skew hC b b
        rw [real_inner_comm] at h
        linarith
      refine ⟨‖pairOp C‖⁻¹ • pairOp C b, b, ⟨?_, hb, ?_⟩, ?_⟩
      · rw [norm_smul, norm_inv, norm_norm, hCb, inv_mul_cancel₀ h0]
      · rw [real_inner_smul_left, hskew, mul_zero]
      · rw [overlap_tripletDet hC, real_inner_smul_left, real_inner_self_eq_norm_sq, hCb]
        field_simp
  · rintro s ⟨a, b, h, rfl⟩
    exact (le_abs_self _).trans (abs_overlap_le hC h)
```

## (i) Equality in Cauchy-Schwarz

Let $\|a\|=1$, $\|y\|\le s$ and $\langle a,y\rangle=s$. Show that
$$y=s\,a .$$

Expanding the square,
$$\|y-sa\|^2=\|y\|^2-2s\langle a,y\rangle+s^2=\|y\|^2-s^2\le0 .$$
A squared norm is not negative, so it is zero. Lean proves the expansion as `h1` and the vanishing as `h2`.

```lean
/-- Equality in the Cauchy-Schwarz step: a vector of length at most `s` whose component
along a unit vector `a` is `s` equals `s a`. -/
lemma eq_smul_of_inner_eq {a y : Orbital n} {s : ℝ} (ha : ‖a‖ = 1) (hy : ‖y‖ ≤ s)
    (h : inner ℝ a y = s) : y = s • a := by
  have h1 : ‖y - s • a‖ ^ 2 = ‖y‖ ^ 2 - s ^ 2 := by
    rw [norm_sub_sq_real, real_inner_smul_right, real_inner_comm, h, norm_smul, ha,
      mul_one, Real.norm_eq_abs, sq_abs]
    ring
  have h2 : ‖y - s • a‖ ^ 2 = 0 :=
    le_antisymm (by nlinarith [norm_nonneg y]) (sq_nonneg _)
  exact sub_eq_zero.mp (norm_eq_zero.mp (pow_eq_zero_iff two_ne_zero |>.mp h2))
```

## (j) Which orbitals are optimal

For antisymmetric $C$ and orthonormal $a$, $b$, show that
$$\langle C,D_{ab}\rangle_F=\sqrt2\,\sigma\iff Cb=\sigma a\ \text{ and }\ Ca=-\sigma b .$$

Suppose the overlap is $\sqrt2\,\sigma$. By (d), $\langle a,Cb\rangle=\sigma$. Since $\|Cb\|\le\sigma$, part (i) gives $Cb=\sigma a$. By (c), $\langle b,-Ca\rangle=\langle Cb,a\rangle=\sigma$, and $\|-Ca\|\le\sigma$, so (i) gives $-Ca=\sigma b$.

Conversely, $Cb=\sigma a$ alone gives $\sqrt2\,\langle a,Cb\rangle=\sqrt2\,\sigma$. This is why the Lean proof discards the second equation in that direction.

The two equations imply $CC^Ta=\sigma^2a$ and $CC^Tb=\sigma^2b$, so optimal orbitals are natural orbitals of the state; this consequence is an addition to the checked statement.

```lean
/-- For an antisymmetric `C`, a determinant of orthonormal orbitals `a`, `b` reaches the overlap
`√2 ‖C‖` exactly when `C b = ‖C‖ a` and `C a = -‖C‖ b`, where `‖C‖` is the Euclidean operator norm.
-/
theorem optimal_iff {C : Matrix (Fin n) (Fin n) ℝ} (hC : Cᵀ = -C)
    {a b : Orbital n} (h : OrthoPair a b) :
    overlap C (tripletDet a b) = √2 * ‖pairOp C‖ ↔
      pairOp C b = ‖pairOp C‖ • a ∧ pairOp C a = -(‖pairOp C‖ • b) := by
  rw [overlap_tripletDet hC]
  constructor
  · intro he
    have hi : inner ℝ a (pairOp C b) = ‖pairOp C‖ :=
      mul_left_cancel₀ (by positivity : √2 ≠ (0 : ℝ)) he
    refine ⟨eq_smul_of_inner_eq h.1 (by simpa [h.2.1] using (pairOp C).le_opNorm b) hi, ?_⟩
    have h2 : -pairOp C a = ‖pairOp C‖ • b := by
      refine eq_smul_of_inner_eq h.2.1 ?_ ?_
      · rw [norm_neg]
        simpa [h.1] using (pairOp C).le_opNorm a
      · rw [inner_neg_right, pairOp_skew hC b a, neg_neg, real_inner_comm, hi]
    rw [← h2, neg_neg]
  · rintro ⟨hb, -⟩
    rw [hb, real_inner_smul_right, real_inner_self_eq_norm_sq, h.1]
    ring
```

## (k) The error of the best approximation

For antisymmetric $C$ and $n\ge2$, let $t$ be a real coefficient. Show that
$$\min_{t;\ a,b\ \text{orthonormal}}\|C-tD_{ab}\|_F^2=\|C\|_F^2-2\sigma^2 .$$

Write $u=\langle C,D_{ab}\rangle_F$. By (e),
$$\|C-tD_{ab}\|_F^2=\|C\|_F^2-2tu+t^2=\|C\|_F^2-u^2+(t-u)^2 .$$
By (f), $u^2\le2\sigma^2$, so the error is at least $\|C\|_F^2-2\sigma^2$. The optimal pair from (h), with $t=\sqrt2\,\sigma$, reaches this value.

In Lean, `expand` is the expansion in $t$, `hx` is the bound on $u^2$, and `nlinarith` receives the square $(t-u)^2$. `IsLeast` again means that the value is attained and is a bound. For $n=2$ the matrix has one independent entry $c=C_{12}$, so $\|C\|_F^2=2c^2$, $\sigma=|c|$ and the error is zero, as it should be when only one determinant is available.

```lean
/-- Best single-determinant approximation: for an antisymmetric `C` in at least two basis orbitals,
the least squared Frobenius error of a multiple of one determinant of orthonormal orbitals is the
squared Frobenius norm of `C` minus twice the square of its Euclidean operator norm. -/
theorem best_determinant_approximation (hn : 2 ≤ n) {C : Matrix (Fin n) (Fin n) ℝ}
    (hC : Cᵀ = -C) :
    IsLeast {r : ℝ | ∃ (a b : Orbital n) (t : ℝ), OrthoPair a b ∧
        r = overlap (C - t • tripletDet a b) (C - t • tripletDet a b)}
      (overlap C C - 2 * ‖pairOp C‖ ^ 2) := by
  have expand : ∀ (D : Matrix (Fin n) (Fin n) ℝ) (t : ℝ),
      overlap (C - t • D) (C - t • D)
        = overlap C C - 2 * t * overlap C D + t ^ 2 * overlap D D := by
    intro D t
    simp only [overlap, Matrix.sub_apply, Matrix.smul_apply, smul_eq_mul, Finset.mul_sum,
      ← Finset.sum_sub_distrib, ← Finset.sum_add_distrib]
    refine Finset.sum_congr rfl fun i _ => Finset.sum_congr rfl fun j _ => ?_
    ring
  have hs : √2 ^ 2 = (2 : ℝ) := Real.sq_sqrt (by norm_num)
  constructor
  · obtain ⟨a, b, h, he⟩ := (best_determinant_overlap hn hC).1
    refine ⟨a, b, √2 * ‖pairOp C‖, h, ?_⟩
    rw [expand, tripletDet_normalised h, ← he]
    linear_combination ‖pairOp C‖ ^ 2 * hs
  · rintro r ⟨a, b, t, h, rfl⟩
    rw [expand, tripletDet_normalised h]
    -- complete the square in `t` and use the overlap bound
    have hx : overlap C (tripletDet a b) ^ 2 ≤ 2 * ‖pairOp C‖ ^ 2 := by
      have h1 := pow_le_pow_left₀ (abs_nonneg _) (abs_overlap_le hC h) 2
      rwa [sq_abs, mul_pow, hs] at h1
    nlinarith [sq_nonneg (t - overlap C (tripletDet a b))]

end

end TripletDeterminantOverlap
```

```lean
#print axioms TripletDeterminantOverlap.best_determinant_overlap
#print axioms TripletDeterminantOverlap.optimal_iff
#print axioms TripletDeterminantOverlap.best_determinant_approximation
```

```
'TripletDeterminantOverlap.best_determinant_overlap' depends on axioms: [propext, Classical.choice, Quot.sound]
'TripletDeterminantOverlap.optimal_iff' depends on axioms: [propext, Classical.choice, Quot.sound]
'TripletDeterminantOverlap.best_determinant_approximation' depends on axioms: [propext, Classical.choice, Quot.sound]
```
